# A short-time uncertainty bound for currents on networks with positive fluxes

We describe a network out of equilibrium by the fluxes on its edges, and not by a stochastic process from which those fluxes would be computed. Each edge e of a finite set E carries a forward flux x_e > 0 and a backward flux y_e > 0, the mean numbers of jumps per unit time in the two directions. In a Markov jump network a flux is an occupation probability times a jump rate. The fluxes may otherwise be arbitrary: nothing requires them to balance at the vertices, so the state need not be stationary.

An observer counts jumps with real weights d_e, adding d_e for a forward jump along e and subtracting d_e for a backward one. Three quantities are then defined by their formulas:

J = Σ_e d_e (x_e − y_e)

σ = Σ_e (x_e − y_e) ln(x_e/y_e)

D = Σ_e d_e² (x_e + y_e)

J is the mean current and σ the entropy production rate in units of the Boltzmann constant. This reading of σ presumes that the jumps form a Markov process and that the two directions of an edge are time-reversed partners in the same physical channel. D is the short-time noise rate: for such a process, the variance of the count over a short time τ is Dτ to leading order. No factor 1/2 is included, so D is a variance rate and not a diffusion coefficient.

The claim is

2 J² ≤ σ D.

## Dissipation on one edge, then Cauchy–Schwarz

**The logarithm.** For u > 1 set f(u) = ln u − 2(u − 1)/(u + 1). Then f(1) = 0 and

f′(u) = 1/u − 4/(u + 1)² = (u − 1)²/(u (u + 1)²) > 0,

so ln u > 2(u − 1)/(u + 1).

**One edge.** If x_e > y_e, put u = x_e/y_e. The right-hand side becomes 2(x_e − y_e)/(x_e + y_e), and multiplying by x_e − y_e > 0 gives

(x_e − y_e) ln(x_e/y_e) > 2 (x_e − y_e)²/(x_e + y_e).

Both sides are unchanged when x_e and y_e are exchanged, so the inequality also holds for x_e < y_e. For x_e = y_e both sides vanish.

**All edges.** Write S = Σ_e (x_e − y_e)²/(x_e + y_e). Summing the edge inequalities gives σ ≥ 2S. Next, split each term of the current as

d_e (x_e − y_e) = [(x_e − y_e)/√(x_e + y_e)] · [d_e √(x_e + y_e)].

The Cauchy–Schwarz inequality yields J² ≤ S D. Since D ≥ 0,

2 J² ≤ 2 S D ≤ σ D.

**Equality.** Suppose some edge a has x_a ≠ y_a and some edge b, possibly a different one, has d_b ≠ 0. Then σ > 2S and D > 0, so 2J² ≤ 2SD < σD. Equality therefore requires that all edges be balanced or all weights vanish. Conversely, balanced edges give J = σ = 0, and vanishing weights give J = D = 0.

**The constant.** Suppose 2 could be replaced by c. For one edge with unit weight and fluxes 1 + s and 1, where s > 0, the bound would read

c s² ≤ s ln(1 + s) (2 + s) ≤ s² (2 + s),

because ln(1 + s) ≤ s. Hence c ≤ 2 + s for every s > 0, and so c ≤ 2. The bound becomes tight in ratio as this edge approaches equilibrium.

**Relative precision.** If J ≠ 0, then σD ≥ 2J² > 0 forces σ > 0, and division gives

2/σ ≤ D/J².

In a kinetic Monte Carlo simulation of a finite Markov network whose edges are all reversible, the mean and short-time variance of one counted current thus give a lower bound 2J²/D on the entropy production rate.

The thermodynamic uncertainty relation for stationary Markov networks is usually stated with the long-time variance rate of the current. That rate includes correlations between successive jumps, which D leaves out, and the inequality here does not bound it.

## A driven ring of three states

Take three states in a ring, each occupied with probability 1/3, with clockwise rate 6 and anticlockwise rate 3 per unit time. Every edge has x_e = 2 and y_e = 1. Counting all clockwise steps means d_e = 1, and then

J = 3, D = 9, σ = 3 ln 2 ≈ 2.079.

The bound reads 18 ≤ 18.71. Here S = 1, so J² = S D exactly, and the whole gap comes from the logarithm. In the precision form, 2/σ ≈ 0.962 lies below D/J² = 1.

If only one edge is counted, with weights 1, 0, 0, then J = 1 and D = 3 while σ is unchanged. The bound now reads 2 ≤ 6.24, with most of the gap due to Cauchy–Schwarz.

## Fluxes and observables in Lean

The edge set is a finite type `E`. Fluxes and weights are functions from `E` to the real numbers.

```lean
import Mathlib

open Finset

namespace ShortTimeUncertainty

noncomputable section

variable {E : Type*} [Fintype E]
```

The current J is `current d x y`. The sign convention is forward minus backward.

```lean
/-- The mean current: net flux through each edge, forward `x` minus backward `y`,
counted with weight `d`. -/
def current (d x y : E → ℝ) : ℝ := ∑ e, d e * (x e - y e)
```

The entropy production rate σ does not depend on the weights. `Real.log` is the natural logarithm, which fixes the unit as the Boltzmann constant.

```lean
/-- The entropy production rate, in units of the Boltzmann constant, for positive
forward fluxes `x` and backward fluxes `y`. -/
def entropyProduction (x y : E → ℝ) : ℝ := ∑ e, (x e - y e) * Real.log (x e / y e)
```

The noise rate D adds the two directions, since a jump contributes the square of its weight whatever its sign.

```lean
/-- The short-time noise rate of the current: each jump, forward or backward, contributes
the square of its weight. -/
def noise (d x y : E → ℝ) : ℝ := ∑ e, d e ^ 2 * (x e + y e)
```

These definitions accept any real fluxes. Positivity enters through the hypotheses `hx` and `hy` of the theorems, which exclude edges that can be crossed in only one direction.

## The edge inequality

The strict logarithmic bound is obtained without differentiating. Mathlib supplies the weak inequality ln s ≥ 2(s − 1)/(s + 1) for s ≥ 1, and the proof applies it to s = √u. Then ln u = 2 ln s ≥ 4(s − 1)/(s + 1), and strictness comes from

4(s − 1)/(s + 1) − 2(s² − 1)/(s² + 1) = 2(s − 1)³/((s + 1)(s² + 1)) > 0.

The cube in the numerator is the positive quantity handed to `nlinarith`.

```lean
/-- For a ratio `u > 1` the logarithm exceeds `2 (u - 1) / (u + 1)`. -/
theorem log_gt_of_one_lt {u : ℝ} (hu : 1 < u) : 2 * (u - 1) / (u + 1) < Real.log u := by
  -- apply the weak inequality to the square root of `u`
  obtain ⟨s, hs, rfl⟩ : ∃ s : ℝ, 1 < s ∧ u = s * s := by
    refine ⟨√u, ?_, (Real.mul_self_sqrt (by linarith)).symm⟩
    rw [Real.lt_sqrt (by norm_num)]
    linarith
  have h := Real.le_log_one_add_of_nonneg (x := s - 1) (by linarith)
  rw [add_sub_cancel] at h
  have h0 : s ≠ 0 := by linarith
  rw [Real.log_mul h0 h0]
  have h1 : 2 * (s * s - 1) / (s * s + 1) < 2 * (2 * (s - 1)) / (s - 1 + 2) := by
    rw [div_lt_div_iff₀ (by positivity) (by linarith)]
    nlinarith [pow_pos (sub_pos.2 hs) 3]
  have h2 : 2 * (2 * (s - 1)) / (s - 1 + 2) = 2 * (2 * (s - 1) / (s - 1 + 2)) := by ring
  linarith
```

The next theorem turns this into a statement about two unequal fluxes. The auxiliary claim `aux` treats the case in which the first flux is larger, by substituting the flux ratio and multiplying by the positive difference. The other case follows by exchanging the directions, with the logarithm of the ratio written as a difference of logarithms.

```lean
/-- An edge with unequal positive fluxes `x` and `y` dissipates strictly more than
`2 (x - y)² / (x + y)`. -/
theorem edge_dissipation_gt {x y : ℝ} (hx : 0 < x) (hy : 0 < y) (hxy : x ≠ y) :
    2 * (x - y) ^ 2 / (x + y) < (x - y) * Real.log (x / y) := by
  have aux : ∀ a b : ℝ, 0 < b → b < a →
      2 * (a - b) ^ 2 / (a + b) < (a - b) * Real.log (a / b) := by
    intro a b hb hab
    have hs : 0 < a + b := by linarith
    have h := log_gt_of_one_lt ((one_lt_div hb).2 hab)
    have e1 : a / b - 1 = (a - b) / b := by field_simp
    have e2 : a / b + 1 = (a + b) / b := by field_simp
    have e3 : 2 * ((a - b) / b) / ((a + b) / b) = 2 * (a - b) / (a + b) := by
      field_simp
    rw [e1, e2, e3] at h
    calc 2 * (a - b) ^ 2 / (a + b) = (a - b) * (2 * (a - b) / (a + b)) := by ring
      _ < (a - b) * Real.log (a / b) := mul_lt_mul_of_pos_left h (sub_pos.2 hab)
  rcases lt_or_gt_of_ne hxy with hlt | hgt
  · -- exchanging the two directions leaves the dissipation unchanged
    have h := aux y x hx hlt
    rw [Real.log_div hy.ne' hx.ne'] at h
    rw [Real.log_div hx.ne' hy.ne']
    calc 2 * (x - y) ^ 2 / (x + y) = 2 * (y - x) ^ 2 / (y + x) := by
          rw [add_comm x y]; ring
      _ < (y - x) * (Real.log y - Real.log x) := h
      _ = (x - y) * (Real.log x - Real.log y) := by ring
  · exact aux x y hy hgt
```

## From single edges to the whole network

Summation gives σ ≥ 2S. The proof compares the sums term by term: a balanced edge contributes zero to both sides, and any other edge is covered by the preceding theorem.

```lean
/-- For positive fluxes, the entropy production rate is at least twice the sum over edges
of squared net flux divided by total traffic. -/
theorem entropyProduction_ge {x y : E → ℝ} (hx : ∀ e, 0 < x e) (hy : ∀ e, 0 < y e) :
    2 * ∑ e, (x e - y e) ^ 2 / (x e + y e) ≤ entropyProduction x y := by
  unfold entropyProduction
  rw [mul_sum]
  refine sum_le_sum fun e _ => ?_
  rw [← mul_div_assoc]
  by_cases h : x e = y e
  · simp [h]
  · exact (edge_dissipation_gt (hx e) (hy e) h).le
```

The second ingredient is J² ≤ S D. The version of Cauchy–Schwarz used here needs no square roots. It asks for two non-negative families whose product bounds the square of each term of the current, and with (x_e − y_e)²/(x_e + y_e) and d_e²(x_e + y_e) that product equals the square exactly.

```lean
/-- For positive fluxes, the squared current is at most the noise rate times the sum over
edges of squared net flux divided by total traffic. -/
theorem current_sq_le (d : E → ℝ) {x y : E → ℝ} (hx : ∀ e, 0 < x e) (hy : ∀ e, 0 < y e) :
    current d x y ^ 2 ≤ (∑ e, (x e - y e) ^ 2 / (x e + y e)) * noise d x y := by
  unfold current noise
  -- Cauchy-Schwarz, with the traffic `x + y` as weight
  refine sum_sq_le_sum_mul_sum_of_sq_le_mul _ (fun e _ => ?_) (fun e _ => ?_) (fun e _ => ?_)
  · exact div_nonneg (sq_nonneg _) (add_pos (hx e) (hy e)).le
  · exact mul_nonneg (sq_nonneg _) (add_pos (hx e) (hy e)).le
  · have h : x e + y e ≠ 0 := (add_pos (hx e) (hy e)).ne'
    refine le_of_eq ?_
    field_simp
```

The main theorem says that for all positive fluxes and all real weights, 2J² is at most σD. Its proof multiplies σ ≥ 2S by the non-negative D and combines the result with J² ≤ S D.

```lean
/-- Short-time uncertainty bound: for positive fluxes and any real weights, twice the squared
current is at most the entropy production rate times the noise rate. -/
theorem short_time_uncertainty (d : E → ℝ) {x y : E → ℝ}
    (hx : ∀ e, 0 < x e) (hy : ∀ e, 0 < y e) :
    2 * current d x y ^ 2 ≤ entropyProduction x y * noise d x y := by
  have hN : 0 ≤ noise d x y :=
    sum_nonneg fun e _ => mul_nonneg (sq_nonneg _) (add_pos (hx e) (hy e)).le
  have h1 := current_sq_le d hx hy
  have h2 := mul_le_mul_of_nonneg_right (entropyProduction_ge hx hy) hN
  linarith
```

## Equality, the constant 2 and relative precision

The equality theorem is an equivalence. In the forward direction the proof assumes that both alternatives fail and extracts an unbalanced edge `a` and an edge `b` of non-zero weight. The first makes σ > 2S strict, the second makes D positive, and together they contradict equality. The reverse direction is substitution into the definitions.

```lean
/-- For positive fluxes, the bound is an equality exactly when forward and backward fluxes
agree on every edge or all weights vanish. -/
theorem uncertainty_eq_iff (d : E → ℝ) {x y : E → ℝ}
    (hx : ∀ e, 0 < x e) (hy : ∀ e, 0 < y e) :
    2 * current d x y ^ 2 = entropyProduction x y * noise d x y ↔
      (∀ e, x e = y e) ∨ (∀ e, d e = 0) := by
  constructor
  · intro heq
    by_contra hcon
    rw [not_or, not_forall, not_forall] at hcon
    obtain ⟨⟨a, ha⟩, ⟨b, hb⟩⟩ := hcon
    -- one unbalanced edge makes the dissipation estimate strict
    have hS : 2 * ∑ e, (x e - y e) ^ 2 / (x e + y e) < entropyProduction x y := by
      unfold entropyProduction
      rw [mul_sum]
      refine sum_lt_sum (fun e _ => ?_) ⟨a, mem_univ a, ?_⟩
      · rw [← mul_div_assoc]
        by_cases h : x e = y e
        · simp [h]
        · exact (edge_dissipation_gt (hx e) (hy e) h).le
      · rw [← mul_div_assoc]
        exact edge_dissipation_gt (hx a) (hy a) ha
    -- one non-zero weight makes the noise positive
    have hN : 0 < noise d x y :=
      sum_pos' (fun e _ => mul_nonneg (sq_nonneg _) (add_pos (hx e) (hy e)).le)
        ⟨b, mem_univ b, mul_pos (pow_pos (abs_pos.2 hb) 2 |>.trans_eq (sq_abs _))
          (add_pos (hx b) (hy b))⟩
    have h1 := current_sq_le d hx hy
    have h2 := mul_lt_mul_of_pos_right hS hN
    linarith
  · rintro (h | h)
    · simp [current, entropyProduction, h]
    · simp [current, noise, h]
```

Optimality is stated for the smallest case, one edge of unit weight, with the inequality written out explicitly. The hypothesis `H` says that a constant `c` works for every pair of positive fluxes. If `c` exceeded 2, it could be written as 2 + 2s with s > 0. Testing `H` at fluxes 1 + s and 1 would then give 2 + 2s ≤ 2 + s, which is false. A constant valid for all networks must in particular work for this edge, so it cannot exceed 2 either.

```lean
/-- If a constant `c` can stand in place of 2 for a single edge of unit weight with arbitrary
positive fluxes, then `c` is at most 2. -/
theorem constant_two_optimal {c : ℝ}
    (H : ∀ x y : ℝ, 0 < x → 0 < y →
      c * (x - y) ^ 2 ≤ (x - y) * Real.log (x / y) * (x + y)) : c ≤ 2 := by
  by_contra hc
  obtain ⟨s, hs, rfl⟩ : ∃ s : ℝ, 0 < s ∧ c = 2 + 2 * s :=
    ⟨(c - 2) / 2, by linarith [not_le.1 hc], by ring⟩
  -- test the bound close to equilibrium, at fluxes `1 + s` and `1`
  have h := H (1 + s) 1 (by linarith) one_pos
  rw [div_one, add_sub_cancel_left] at h
  have hl : Real.log (1 + s) ≤ s := by
    linarith [Real.log_le_sub_one_of_pos (show 0 < 1 + s by linarith)]
  have h2 : s * Real.log (1 + s) * (1 + s + 1) ≤ s * s * (1 + s + 1) :=
    mul_le_mul_of_nonneg_right (mul_le_mul_of_nonneg_left hl hs.le) (by linarith)
  nlinarith [pow_pos hs 3]
```

The precision form adds the hypothesis `hJ` that the current is non-zero. The proof first derives σ > 0 from the main bound, and then clears the two positive denominators.

```lean
/-- Precision form: for positive fluxes and a non-zero current, the noise rate divided by the
squared current is at least 2 over the entropy production rate. -/
theorem precision_bound (d : E → ℝ) {x y : E → ℝ}
    (hx : ∀ e, 0 < x e) (hy : ∀ e, 0 < y e) (hJ : current d x y ≠ 0) :
    2 / entropyProduction x y ≤ noise d x y / current d x y ^ 2 := by
  have hN : 0 ≤ noise d x y :=
    sum_nonneg fun e _ => mul_nonneg (sq_nonneg _) (add_pos (hx e) (hy e)).le
  have h := short_time_uncertainty d hx hy
  have hJ2 : 0 < current d x y ^ 2 := by positivity
  -- a non-zero current forces dissipation
  have hS : 0 < entropyProduction x y := by
    by_contra hn
    have := mul_nonpos_of_nonpos_of_nonneg (not_lt.1 hn) hN
    linarith
  rw [div_le_div_iff₀ hS hJ2]
  linarith
```

## Occupation probabilities and jump rates

The last theorem inserts the fluxes of a Markov jump network. Each edge runs from `src e` to `tgt e`, with forward rate `kf e` and backward rate `kb e`, so that

x_e = p(src e) · kf_e and y_e = p(tgt e) · kb_e.

Two edges may join the same pair of states, as when two reservoirs drive the same transition, and each then contributes its own term to σ. The function `p` stands for the occupation probabilities at one instant. The proof uses only that its values are positive; neither normalisation nor a master equation is assumed. Positivity of the products supplies the two hypotheses of the main theorem.

```lean
/-- The bound for a Markov jump network with positive occupation probabilities `p` and positive
forward and backward rates `kf`, `kb` on edges from `src` to `tgt`. -/
theorem markov_network_uncertainty {V : Type*} (p : V → ℝ) (src tgt : E → V)
    (kf kb d : E → ℝ) (hp : ∀ v, 0 < p v) (hf : ∀ e, 0 < kf e) (hb : ∀ e, 0 < kb e) :
    2 * current d (fun e => p (src e) * kf e) (fun e => p (tgt e) * kb e) ^ 2 ≤
      entropyProduction (fun e => p (src e) * kf e) (fun e => p (tgt e) * kb e) *
        noise d (fun e => p (src e) * kf e) (fun e => p (tgt e) * kb e) :=
  short_time_uncertainty d (fun e => mul_pos (hp _) (hf e)) (fun e => mul_pos (hp _) (hb e))

end

end ShortTimeUncertainty
```

```lean
#print axioms ShortTimeUncertainty.short_time_uncertainty
#print axioms ShortTimeUncertainty.constant_two_optimal
#print axioms ShortTimeUncertainty.precision_bound
#print axioms ShortTimeUncertainty.markov_network_uncertainty
```

```
'ShortTimeUncertainty.short_time_uncertainty' depends on axioms: [propext, Classical.choice, Quot.sound]
'ShortTimeUncertainty.constant_two_optimal' depends on axioms: [propext, Classical.choice, Quot.sound]
'ShortTimeUncertainty.precision_bound' depends on axioms: [propext, Classical.choice, Quot.sound]
'ShortTimeUncertainty.markov_network_uncertainty' depends on axioms: [propext, Classical.choice, Quot.sound]
```
